# Charges $(-1)^j\binom{m}{j}$ at even spacing on a line: no moments below order $m$, and $(-1)^m m!\,h^m$ at order $m$ for spacing $h$

Q: You model a multipole as a list of integers on a line, and its moments as sums of charge times a power of $x$. My multipoles are tensors in three dimensions. Why should I accept the replacement?

A: Because the charges are collinear. Put them on the $z$ axis, with the origin on that axis. The solid harmonic $r^\ell P_\ell(\cos\theta)$ then reduces to $z^\ell$ at each charge, and the components with nonzero azimuthal index vanish. The sum $\sum_j q_j z_j^\ell$ is therefore the axial multipole moment of order $\ell$, up to the normalisation you prefer. That reduction is ordinary electrostatics and is my reason for the model; the file starts from the one-dimensional sums.

```lean
import Mathlib

open Finset

namespace LinearMultipole

noncomputable section
```

Q: Which charges, exactly?

A: For a natural number $m$, site $j$ carries $q_{m,j}=(-1)^j\binom{m}{j}$ in units of some elementary charge, with $j=0,\dots,m$. So $m=0$ is a single charge $+1$, $m=1$ is the pair $+1,-1$, and $m=2$ is $+1,-2,+1$. The first charge is always positive, which fixes the signs later on.

```lean
/-- The integer charge `(-1)^j * binomial(m, j)` at site `j` of the linear `2^m`-pole. -/
def poleCharge (m j : ℕ) : ℤ := (-1) ^ j * (m.choose j : ℤ)
```

Q: And where is the physics of an external field?

A: In the next definition. The charges sit at $x_j=a+jh$, with $a$ and $h$ real, and their energy in an external potential $\varphi$ is
$$U_m(a;\varphi)=\sum_{j=0}^{m}q_{m,j}\,\varphi(a+jh).$$
In Lean this is `poleEnergy m a h φ`, where `range (m + 1)` supplies the indices $0,\dots,m$. The interaction of the charges with each other is not included. The potential is an arbitrary function from the reals to the reals, with no smoothness assumed.

```lean
/-- Energy in an external potential `φ` of the linear `2^m`-pole whose charges sit at the
points `a + j h`, `j = 0, ..., m`. -/
def poleEnergy (m : ℕ) (a h : ℝ) (φ : ℝ → ℝ) : ℝ :=
  ∑ j ∈ range (m + 1), (poleCharge m j : ℝ) * φ (a + (j : ℝ) * h)
```

Q: Then a moment is the energy in a fictitious potential $x^k$?

A: Yes: $M_{m,k}(a)=U_m(a;x^k)$, taken about the point $x=0$. Changing $a$ moves the array relative to that origin. Lean sets $0^0=1$, which is what you need when a charge sits at the origin, since the moment of order zero must count it in the total charge.

```lean
/-- Moment of order `k` of the linear `2^m`-pole with first charge at `a` and spacing `h`. -/
def moment (m : ℕ) (a h : ℝ) (k : ℕ) : ℝ := poleEnergy m a h (fun x => x ^ k)
```

Q: How do you get from binomial coefficients to vanishing moments?

A: Start with the construction you know: a dipole is a charge minus a displaced copy, and a linear quadrupole is a dipole minus a displaced copy. Pascal's rule says that this continues:
$$q_{m+1,j+1}=(-1)^{j+1}\left[\binom{m}{j+1}+\binom{m}{j}\right]=q_{m,j+1}-q_{m,j}.$$
At the ends, $q_{m+1,0}=q_{m,0}=1$ and $q_{m,m+1}=0$. Multiplying by the potential at each site and summing gives
$$U_{m+1}(a;\varphi)=U_m(a;\varphi)-U_m(a+h;\varphi).$$

In the proof, `hq` is Pascal's rule, while `h0` and `hlast` are the two end conditions. `hext` adds an empty site to the first array so that its sum covers the same points as the sum for the larger array, and `hshift` relabels the displaced copy, which covers all of them except site $0$. Splitting off site $0$ with `sum_range_succ'` lets the remaining terms be compared one by one.

```lean
/-- The linear `2^(m+1)`-pole is the `2^m`-pole minus its copy displaced by one spacing:
their energies agree in every external potential. -/
theorem poleEnergy_succ (m : ℕ) (a h : ℝ) (φ : ℝ → ℝ) :
    poleEnergy (m + 1) a h φ = poleEnergy m a h φ - poleEnergy m (a + h) h φ := by
  -- Pascal's rule for the charges
  have hq : ∀ j, (poleCharge (m + 1) (j + 1) : ℝ)
      = (poleCharge m (j + 1) : ℝ) - (poleCharge m j : ℝ) := by
    intro j
    simp only [poleCharge, Nat.choose_succ_succ']
    push_cast
    ring
  have h0 : poleCharge (m + 1) 0 = poleCharge m 0 := by simp [poleCharge]
  have hlast : poleCharge m (m + 1) = 0 := by simp [poleCharge]
  have hext : poleEnergy m a h φ
      = ∑ j ∈ range (m + 1 + 1), (poleCharge m j : ℝ) * φ (a + (j : ℝ) * h) := by
    rw [sum_range_succ _ (m + 1), hlast]
    simp [poleEnergy]
  have hshift : poleEnergy m (a + h) h φ
      = ∑ j ∈ range (m + 1), (poleCharge m j : ℝ) * φ (a + ((j + 1 : ℕ) : ℝ) * h) := by
    unfold poleEnergy
    refine sum_congr rfl fun j _ => ?_
    rw [show a + h + (j : ℝ) * h = a + ((j + 1 : ℕ) : ℝ) * h by push_cast; ring]
  rw [hext, hshift, sum_range_succ' _ (m + 1)]
  unfold poleEnergy
  rw [sum_range_succ' _ (m + 1), h0]
  simp only [hq, sub_mul, sum_sub_distrib]
  ring
```

Q: That holds for any potential. What does it say about moments?

A: Insert $\varphi(x)=x^k$ and expand the displaced copy:
$$M_{m+1,k}(a)=\sum_{j=0}^{m} q_{m,j}\left[x_j^k-(x_j+h)^k\right]=-\sum_{i=0}^{k-1}\binom{k}{i}h^{k-i}M_{m,i}(a).$$
The term $i=k$ has cancelled, so only strictly lower moments of the smaller array remain. In Lean, `hx` is the binomial expansion with its leading term split off. `hshift` applies it at every site and exchanges the two sums with `sum_comm`. The previous theorem then supplies the subtraction.

```lean
/-- Each moment of the `2^(m+1)`-pole is a combination of the strictly lower moments of the
`2^m`-pole. -/
theorem moment_succ (m : ℕ) (a h : ℝ) (k : ℕ) :
    moment (m + 1) a h k
      = -∑ i ∈ range k, (k.choose i : ℝ) * h ^ (k - i) * moment m a h i := by
  -- binomial expansion with the leading term split off
  have hx : ∀ x : ℝ, (x + h) ^ k
      = x ^ k + ∑ i ∈ range k, (k.choose i : ℝ) * h ^ (k - i) * x ^ i := by
    intro x
    have hs : ∑ i ∈ range k, x ^ i * h ^ (k - i) * (k.choose i : ℝ)
        = ∑ i ∈ range k, (k.choose i : ℝ) * h ^ (k - i) * x ^ i :=
      sum_congr rfl fun i _ => by ring
    rw [add_pow, sum_range_succ, hs]
    simp only [Nat.sub_self, pow_zero, Nat.choose_self, Nat.cast_one, mul_one]
    ring
  have hshift : poleEnergy m (a + h) h (fun x => x ^ k) = moment m a h k
      + ∑ i ∈ range k, (k.choose i : ℝ) * h ^ (k - i) * moment m a h i := by
    simp only [moment, poleEnergy, mul_sum]
    rw [sum_comm, ← sum_add_distrib]
    refine sum_congr rfl fun j _ => ?_
    rw [show a + h + (j : ℝ) * h = (a + (j : ℝ) * h) + h by ring, hx, mul_add, mul_sum]
    congr 1
    exact sum_congr rfl fun i _ => by ring
  have hrec : moment (m + 1) a h k
      = moment m a h k - poleEnergy m (a + h) h (fun x => x ^ k) :=
    poleEnergy_succ m a h _
  rw [hrec, hshift]
  ring
```

Q: And induction finishes it?

A: It does. For $m=0$ there is no order below zero, and the single unit charge has $M_{0,0}=1$. Suppose the claim holds for $m$. If $k<m+1$, every moment on the right of the recursion has order $i<k\le m$, so it vanishes. If $k=m+1$, only $i=m$ survives:
$$M_{m+1,m+1}(a)=-(m+1)\,h\,(-1)^m m!\,h^m=(-1)^{m+1}(m+1)!\,h^{m+1}.$$

The theorem `linear_multipole_moments` states both parts for all real $a$ and $h$. The two branches after `constructor` are the two cases above, and `hz` removes the lower terms in the second.

```lean
/-- All moments of the linear `2^m`-pole of order below `m` vanish, and its moment of order
`m` is `(-1)^m m! h^m`, wherever the first charge sits. -/
theorem linear_multipole_moments (m : ℕ) (a h : ℝ) :
    (∀ k < m, moment m a h k = 0) ∧
      moment m a h m = (-1) ^ m * (m.factorial : ℝ) * h ^ m := by
  induction m with
  | zero => exact ⟨fun k hk => by omega, by simp [moment, poleEnergy, poleCharge]⟩
  | succ m ih =>
    have hz : ∀ k ≤ m,
        ∑ i ∈ range k, ((m + 1).choose i : ℝ) * h ^ (m + 1 - i) * moment m a h i = 0 :=
      fun k hk => sum_eq_zero fun i hi => by
        rw [ih.1 i (lt_of_lt_of_le (mem_range.mp hi) hk), mul_zero]
    constructor
    · intro k hk
      rw [moment_succ, sum_eq_zero, neg_zero]
      intro i hi
      have hi' := mem_range.mp hi
      rw [ih.1 i (by omega), mul_zero]
    · -- only the moment of order m of the smaller array survives
      rw [moment_succ, sum_range_succ, hz m le_rfl, ih.2, Nat.choose_succ_self_right,
        Nat.add_sub_cancel_left, Nat.factorial_succ]
      push_cast
      ring
```

Q: I was taught that moments depend on the origin. Your result doesn't contain $a$.

A: The leading moment doesn't depend on it, because all lower ones vanish. Higher moments generally do. For $m=1$ the moment of order one is $a-(a+h)=-h$ everywhere, while the moment of order two is $a^2-(a+h)^2=-2ah-h^2$.

Q: Can I have the plain integer version, with charges at $0,1,\dots,m$?

A: Set $a=0$ and $h=1$. For $k\le m$,
$$\sum_{j=0}^{m}(-1)^j\binom{m}{j}j^k=\begin{cases}(-1)^m m! & k=m,\\ 0 & k<m.\end{cases}$$
This is an identity between integers. The proof takes the two cases from the real theorem and transfers them with `exact_mod_cast`.

```lean
/-- For charges at the integer points `0, ..., m`, the moment of order `k ≤ m` is
`(-1)^m m!` if `k = m` and zero otherwise. -/
theorem integer_site_moments (m k : ℕ) (hk : k ≤ m) :
    ∑ j ∈ range (m + 1), poleCharge m j * (j : ℤ) ^ k
      = if k = m then (-1) ^ m * (m.factorial : ℤ) else 0 := by
  by_cases hkm : k = m
  · have h := (linear_multipole_moments m 0 1).2
    simp only [moment, poleEnergy, zero_add, mul_one, one_pow] at h
    rw [if_pos hkm, hkm]
    exact_mod_cast h
  · have h := (linear_multipole_moments m 0 1).1 k (by omega)
    simp only [moment, poleEnergy, zero_add, mul_one] at h
    rw [if_neg hkm]
    exact_mod_cast h
```

Q: Real potentials aren't single powers. What does the array feel in a field?

A: Take a polynomial potential $P(x)=\sum_{k=0}^{m}c_kx^k$, where $c_m$ may be zero. By linearity,
$$U_m(a;P)=\sum_{k=0}^{m}c_kM_{m,k}(a)=(-1)^m m!\,h^m c_m.$$
You can check the sign with a dipole in a uniform field $E$. There $P(x)=-Ex$ and $m=1$, so the energy is $hE$. The dipole moment is $p=-h$, and $-pE$ gives the same.

The hypothesis `P.natDegree ≤ m` is the physical restriction: along the array, the potential has no terms above order $m$. In the proof, `hsum` exchanges the sums over sites and powers, and `hz` discards all powers below $m$.

```lean
/-- In a polynomial potential of degree at most `m`, the energy of the linear `2^m`-pole is
`(-1)^m m! h^m` times the coefficient of `x^m`. -/
theorem energy_in_polynomial_potential (m : ℕ) (a h : ℝ) (P : Polynomial ℝ)
    (hP : P.natDegree ≤ m) :
    poleEnergy m a h (fun x => P.eval x)
      = (-1) ^ m * (m.factorial : ℝ) * h ^ m * P.coeff m := by
  have hev : ∀ x : ℝ, P.eval x = ∑ k ∈ range (m + 1), P.coeff k * x ^ k :=
    fun x => Polynomial.eval_eq_sum_range' (Nat.lt_succ_of_le hP) x
  have hsum : poleEnergy m a h (fun x => P.eval x)
      = ∑ k ∈ range (m + 1), P.coeff k * moment m a h k := by
    simp only [moment, poleEnergy, hev, mul_sum]
    rw [sum_comm]
    exact sum_congr rfl fun k _ => sum_congr rfl fun j _ => by ring
  have hz : ∑ k ∈ range m, P.coeff k * moment m a h k = 0 :=
    sum_eq_zero fun k hk => by
      rw [(linear_multipole_moments m a h).1 k (mem_range.mp hk), mul_zero]
  rw [hsum, sum_range_succ, hz, (linear_multipole_moments m a h).2]
  ring
```

Q: Where would I meet this sum in a program?

A: In finite differences. If `phi` is a NumPy array with the $m+1$ sampled values of the potential, `(-1)**m * np.diff(phi, n=m)[0]` computes $U_m(a;\varphi)$. For $h\neq0$, multiplying by $(-1)^m/h^m$ gives an estimate of the $m$-th derivative, and for polynomials of degree at most $m$ that estimate is exact. With $m=2$ it is the three-point stencil
$$\frac{\varphi(a)-2\varphi(a+h)+\varphi(a+2h)}{h^2},$$
the simplest second derivative in a real-space electronic-structure code, taken at the middle point $a+h$ and applied along one grid axis. The moments up to order $m$ also give exact reference values, up to normalisation, for the axial moments from a routine that computes multipoles, if the test system is this array of point charges and the origin lies on its line.

Q: Perhaps other charges on the same sites would do as well. Is the binomial pattern special?

A: On the sites $0,\dots,m$ it is the only pattern up to scale. Let real charges $q_j$ have vanishing moments below order $m$. Subtract the multiple of the binomial array that matches site $0$:
$$r_j=q_j-q_0\,q_{m,j},\qquad r_0=0.$$
The remainder also has no moments below order $m$, so $\sum_i r_iP(i)=0$ for every polynomial $P$ of degree below $m$. Now fix a site $j$ with $1\le j\le m$ and choose
$$P(x)=\prod_{\substack{1\le i\le m\\ i\ne j}}(x-i),$$
which has degree $m-1$; for $m=1$ it is the constant $1$. It vanishes at every site except $0$ and $j$, and site $0$ carries no remainder. What is left is $r_jP(j)=0$ with $P(j)\neq0$, so $r_j=0$. The opposite direction follows by scaling the array whose moments are already known to vanish.

Q: And the Lean version says the same?

A: It is the equivalence `vanishing_moments_iff`. The function `q : ℕ → ℝ` assigns a charge to every natural number, but only the values at $0,\dots,m$ enter. For $m=0$ there is no moment condition, and the right-hand side says only $q_0=q_0$.

The proof follows the argument closely. `hrm` shows that the remainder has no low moments, and `hdeg` bounds the degree of the test polynomial. `htest` gives the zero sum, `hsingle` reduces it to site $j$, and `hPj` shows that the surviving factor is nonzero.

```lean
/-- Real charges on the sites `0, ..., m` have vanishing moments of every order below `m` if
and only if they are the charges of the linear `2^m`-pole scaled by the charge at site `0`. -/
theorem vanishing_moments_iff (m : ℕ) (q : ℕ → ℝ) :
    (∀ k < m, ∑ j ∈ range (m + 1), q j * (j : ℝ) ^ k = 0) ↔
      ∀ j ≤ m, q j = q 0 * (poleCharge m j : ℝ) := by
  have hpole : ∀ k < m, ∑ j ∈ range (m + 1), (poleCharge m j : ℝ) * (j : ℝ) ^ k = 0 := by
    intro k hk
    have h := (linear_multipole_moments m 0 1).1 k hk
    simpa only [moment, poleEnergy, zero_add, mul_one] using h
  constructor
  · intro hq j hj
    by_cases hj0 : j = 0
    · simp [hj0, poleCharge]
    -- the remainder r has no charge at site 0 and no moments below order m
    obtain ⟨r, hr⟩ : ∃ r : ℕ → ℝ, ∀ i, r i = q i - q 0 * (poleCharge m i : ℝ) :=
      ⟨_, fun _ => rfl⟩
    have hr0 : r 0 = 0 := by simp [hr, poleCharge]
    have hrm : ∀ k < m, ∑ i ∈ range (m + 1), r i * (i : ℝ) ^ k = 0 := by
      intro k hk
      simp only [hr, sub_mul, sum_sub_distrib, mul_assoc, ← mul_sum]
      rw [hq k hk, hpole k hk, mul_zero, sub_zero]
    -- test polynomial vanishing at every site except 0 and j
    obtain ⟨s, hs⟩ : ∃ s, s = ((range (m + 1)).erase 0).erase j := ⟨_, rfl⟩
    obtain ⟨P, hP⟩ : ∃ P : Polynomial ℝ,
        P = ∏ i ∈ s, (Polynomial.X - Polynomial.C (i : ℝ)) := ⟨_, rfl⟩
    have hcard : s.card < m := by
      rw [hs, card_erase_of_mem (by simp; omega), card_erase_of_mem (by simp), card_range]
      omega
    have hdeg : P.natDegree < m := by
      rw [hP]
      refine lt_of_le_of_lt (Polynomial.natDegree_prod_le _ _) ?_
      simpa only [Polynomial.natDegree_X_sub_C, sum_const, smul_eq_mul, mul_one] using hcard
    have heval : ∀ x : ℝ, P.eval x = ∏ i ∈ s, (x - (i : ℝ)) := by
      intro x
      simp [hP, Polynomial.eval_prod]
    have htest : ∑ i ∈ range (m + 1), r i * P.eval (i : ℝ) = 0 := by
      simp only [Polynomial.eval_eq_sum_range' hdeg, mul_sum]
      rw [sum_comm]
      refine sum_eq_zero fun k hk => ?_
      calc ∑ i ∈ range (m + 1), r i * (P.coeff k * (i : ℝ) ^ k)
          = P.coeff k * ∑ i ∈ range (m + 1), r i * (i : ℝ) ^ k := by
            rw [mul_sum]
            exact sum_congr rfl fun i _ => by ring
        _ = 0 := by rw [hrm k (mem_range.mp hk), mul_zero]
    have hsingle : ∑ i ∈ range (m + 1), r i * P.eval (i : ℝ) = r j * P.eval (j : ℝ) := by
      refine sum_eq_single_of_mem j (mem_range.mpr (by omega)) fun i hi hij => ?_
      by_cases hi0 : i = 0
      · rw [hi0, hr0, zero_mul]
      · have his : i ∈ s := by
          rw [hs]
          exact mem_erase.mpr ⟨hij, mem_erase.mpr ⟨hi0, hi⟩⟩
        rw [heval, prod_eq_zero his (sub_self _), mul_zero]
    have hPj : P.eval (j : ℝ) ≠ 0 := by
      rw [heval]
      refine prod_ne_zero_iff.mpr fun i hi => sub_ne_zero.mpr fun hji => ?_
      rw [hs] at hi
      exact (mem_erase.mp hi).1 (Nat.cast_injective hji).symm
    have hrj : r j = 0 := (mul_eq_zero.mp (hsingle.symm.trans htest)).resolve_right hPj
    rw [hr] at hrj
    linarith
  · intro hq k hk
    calc ∑ j ∈ range (m + 1), q j * (j : ℝ) ^ k
        = q 0 * ∑ j ∈ range (m + 1), (poleCharge m j : ℝ) * (j : ℝ) ^ k := by
          rw [mul_sum]
          refine sum_congr rfl fun j hj => ?_
          rw [hq j (Nat.lt_succ_iff.mp (mem_range.mp hj)), mul_assoc]
      _ = 0 := by rw [hpole k hk, mul_zero]

end

end LinearMultipole
```

Q: So what should I not read into it?

A: The uniqueness is stated for unit spacing starting at the origin, whereas the moment formula holds for every $a$ and $h$. At $h=0$ with $m\ge1$ all charges coincide and cancel, so the moment of order $m$ is zero too, as the formula says. The arrays are finite and have finite extent: there is no point-multipole limit here, no far-field expansion and no lattice sum.

```lean
#print axioms LinearMultipole.integer_site_moments
#print axioms LinearMultipole.energy_in_polynomial_potential
#print axioms LinearMultipole.vanishing_moments_iff
```

```
'LinearMultipole.integer_site_moments' depends on axioms: [propext, Classical.choice, Quot.sound]
'LinearMultipole.energy_in_polynomial_potential' depends on axioms: [propext, Classical.choice, Quot.sound]
'LinearMultipole.vanishing_moments_iff' depends on axioms: [propext, Classical.choice, Quot.sound]
```
